# Independent electrons answer a potential v exp(ut) with the first-order density change exp(ut) χ₀(iu) v

One way to compute an RPA correlation energy is to integrate over imaginary frequency and to build, at each grid point u > 0, the matrix

χ₀(x,y) = −∑ₚ 2Dₚ/(Dₚ² + u²) ρₚ(x) ρₚ(y).

It is assembled from orbital energy gaps Dₚ and real transition densities ρₚ, each the product of an occupied and an empty orbital. For non-interacting electrons with finitely many transitions, this matrix also has a meaning in real time: it gives the first-order density change caused by a potential that grows as exp(ut).

```lean
import Mathlib

open Filter Topology Matrix
open Complex (I)

namespace SwitchedDensityResponse

noncomputable section

variable {ι n : Type*} [Fintype ι] [Fintype n]
```

The finite type `ι` labels the transitions p, with each spin counted separately, and `n` labels the points or basis functions x on which densities and potentials are real vectors.

## The driven amplitude

Set ħ = 1 and let an electron start in the orbital φᵢ of energy εᵢ. Write its state as exp(−iεᵢt)(φᵢ + ∑ₐ cₐφₐ), where a runs over empty orbitals of energy εₐ. Components on occupied orbitals are left out because they do not change the total density to first order: the one on φᵢ itself is only a phase, and those between two occupied orbitals cancel in pairs. To first order in the potential, each amplitude obeys

i c′ = D c + V exp(ut), with D = εₐ − εᵢ and V = ρ·v.

The Lean development starts from this equation and does not derive it from the Schrödinger equation. `SolvesAmplitudeEq` requires c to be differentiable and to satisfy the equation at every real time. D and V are arbitrary real numbers, so positive gaps are allowed but not required.

```lean
/-- The equation of motion `i c' = D c + V exp(ut)` of a first-order amplitude with gap `D`
and coupling `V`, at all times. -/
def SolvesAmplitudeEq (D V u : ℝ) (c : ℝ → ℂ) : Prop :=
  Differentiable ℝ c ∧ ∀ t, I * deriv c t = D * c t + V * (Real.exp (u * t) : ℂ)
```

Try c(t) = A exp(ut). Then iuA = DA + V, which gives

A = −V/(D − iu).

```lean
/-- The amplitude `-V exp(ut) / (D - iu)`. -/
def switchedAmplitude (D V u t : ℝ) : ℂ :=
  -(V : ℂ) / (D - I * u) * (Real.exp (u * t) : ℂ)
```

Without the potential, the equation i c′ = D c has the solution exp(−iDt), up to a constant factor.

```lean
/-- The phase `exp(-iDt)` of free evolution. -/
def freePhase (D t : ℝ) : ℂ := Complex.exp (((-D * t : ℝ) : ℂ) * I)
```

## The density and the matrix

The term linear in c in the electron's density is 2 Re(c) times the transition density. Summing over transitions gives

δn(x,t) = ∑ₚ 2 Re(cₚ(t)) ρₚ(x).

```lean
/-- The density change `∑ 2 Re(c_p) ρ_p` at time `t`. -/
def densityResponse (ρ : ι → n → ℝ) (c : ι → ℝ → ℂ) (t : ℝ) : n → ℝ :=
  fun x => ∑ p, 2 * (c p t).re * ρ p x
```

The response matrix is defined by its explicit formula, so its link to the dynamics remains to be proved.

```lean
/-- The response matrix `-∑ 2 D_p / (D_p² + u²) ρ_p ρ_pᵀ`. -/
def chi0 (D : ι → ℝ) (ρ : ι → n → ℝ) (u : ℝ) : Matrix n n ℝ :=
  Matrix.of fun x y => ∑ p, -(2 * D p / (D p ^ 2 + u ^ 2)) * ρ p x * ρ p y
```

## Checking the trial solution

The denominator D − iu has imaginary part −u, which is nonzero for u > 0. The amplitude is therefore finite even when D = 0.

```lean
lemma denominator_ne_zero (D : ℝ) {u : ℝ} (hu : 0 < u) : (D : ℂ) - I * u ≠ 0 := by
  intro h
  have h' := congrArg Complex.im h
  simp at h'
  exact hu.ne' h'
```

The free phase satisfies

d/dt exp(−iDt) = −iD exp(−iDt).

```lean
lemma hasDerivAt_freePhase (D t : ℝ) :
    HasDerivAt (freePhase D) (freePhase D t * (-(D : ℂ) * I)) t :=
  (((hasDerivAt_id' t).const_mul (-D)).ofReal_comp.mul_const I).cexp.congr_deriv
    (by rw [mul_one, Complex.ofReal_neg, freePhase])
```

For the trial solution, c′ = uA exp(ut), and hence

i c′ − D c − V exp(ut) = −[A(D − iu) + V] exp(ut) = 0.

In the proof, `hA` is the identity A(D − iu) = −V, and `linear_combination` multiplies it by −exp(ut).

```lean
/-- The amplitude `-V exp(ut) / (D - iu)` solves the equation of motion. -/
theorem switchedAmplitude_solves (D V : ℝ) {u : ℝ} (hu : 0 < u) :
    SolvesAmplitudeEq D V u (switchedAmplitude D V u) := by
  have hd : ∀ t, HasDerivAt (switchedAmplitude D V u)
      (-(V : ℂ) / (D - I * u) * ((Real.exp (u * t) * (u * 1) : ℝ) : ℂ)) t := fun t =>
    (((hasDerivAt_id' t).const_mul u).exp.ofReal_comp).const_mul _
  refine ⟨fun t => (hd t).differentiableAt, fun t => ?_⟩
  rw [(hd t).deriv, switchedAmplitude, Complex.ofReal_mul, mul_one]
  have hA : -(V : ℂ) / (D - I * u) * (D - I * u) = -V :=
    div_mul_cancel₀ _ (denominator_ne_zero D hu)
  generalize -(V : ℂ) / (D - I * u) = A at hA ⊢
  linear_combination (-(Real.exp (u * t) : ℂ)) * hA
```

Since u > 0, exp(ut) → 0 as t → −∞, and the constant factor A does not change this.

```lean
/-- The amplitude `-V exp(ut) / (D - iu)` vanishes in the remote past. -/
theorem switchedAmplitude_tendsto (D V : ℝ) {u : ℝ} (hu : 0 < u) :
    Tendsto (switchedAmplitude D V u) atBot (𝓝 0) := by
  have h1 : Tendsto (fun t : ℝ => Real.exp (u * t)) atBot (𝓝 0) :=
    Real.tendsto_exp_atBot.comp (tendsto_id.const_mul_atBot hu)
  have h2 := ((Complex.continuous_ofReal.tendsto 0).comp h1).const_mul
    (-(V : ℂ) / (D - I * u))
  rw [Complex.ofReal_zero, mul_zero] at h2
  exact h2
```

## All solutions, and the one that starts from rest

Let s be the switched amplitude and c any solution. The driving term cancels in the difference, so i(c − s)′ = D(c − s). Multiply by the inverse phase:

d/dt [(c − s) exp(iDt)] = (−iD + iD)(c − s) exp(iDt) = 0.

The bracket is a constant a, and

c(t) = s(t) + a exp(−iDt).

Conversely, every such sum is a solution. In the code the inverse phase is `freePhase (-D)`, `hf` is the vanishing derivative, and `hinv` says that the two phases multiply to 1.

```lean
/-- The solutions of the equation of motion are exactly the switched amplitude plus a constant
multiple of the free phase `exp(-iDt)`. -/
theorem solves_iff_general (D V : ℝ) {u : ℝ} (hu : 0 < u) (c : ℝ → ℂ) :
    SolvesAmplitudeEq D V u c ↔
      ∃ a : ℂ, ∀ t, c t = switchedAmplitude D V u t + a * freePhase D t := by
  have hs := switchedAmplitude_solves D V hu
  constructor
  · intro hc
    -- in the rotating frame the difference of two solutions stands still
    have hf : ∀ t, HasDerivAt
        (fun t => (c t - switchedAmplitude D V u t) * freePhase (-D) t) 0 t := by
      intro t
      refine (((hc.1 t).hasDerivAt.fun_sub (hs.1 t).hasDerivAt).fun_mul
        (hasDerivAt_freePhase (-D) t)).congr_deriv ?_
      rw [Complex.ofReal_neg]
      linear_combination (-I * freePhase (-D) t) * (hc.2 t - hs.2 t) +
        (deriv c t - deriv (switchedAmplitude D V u) t) * freePhase (-D) t * Complex.I_sq
    refine ⟨(c 0 - switchedAmplitude D V u 0) * freePhase (-D) 0, fun t => ?_⟩
    have h : (c t - switchedAmplitude D V u t) * freePhase (-D) t =
        (c 0 - switchedAmplitude D V u 0) * freePhase (-D) 0 :=
      is_const_of_deriv_eq_zero (fun t => (hf t).differentiableAt) (fun t => (hf t).deriv) t 0
    have hinv : freePhase (-D) t * freePhase D t = 1 := by
      unfold freePhase
      rw [← Complex.exp_add, ← Complex.exp_zero]
      congr 1
      push_cast
      ring
    linear_combination freePhase D t * h - (c t - switchedAmplitude D V u t) * hinv
  · rintro ⟨a, ha⟩
    have hd : ∀ t, HasDerivAt c (deriv (switchedAmplitude D V u) t +
        a * (freePhase D t * (-(D : ℂ) * I))) t := by
      intro t
      rw [funext ha]
      exact (hs.1 t).hasDerivAt.fun_add ((hasDerivAt_freePhase D t).const_mul a)
    refine ⟨fun t => (hd t).differentiableAt, fun t => ?_⟩
    rw [(hd t).deriv, ha t]
    linear_combination hs.2 t - a * freePhase D t * D * Complex.I_sq
```

The free phase has modulus one, so |c(t) − s(t)| = |a| at all times. If c and s both vanish in the remote past, this constant tends to zero, and a = 0. The boundary condition thus selects exactly one solution.

```lean
/-- An amplitude solves the equation of motion and vanishes in the remote past if and only if
it is `-V exp(ut) / (D - iu)`. -/
theorem solves_and_vanishes_iff (D V : ℝ) {u : ℝ} (hu : 0 < u) (c : ℝ → ℂ) :
    (SolvesAmplitudeEq D V u c ∧ Tendsto c atBot (𝓝 0)) ↔ c = switchedAmplitude D V u := by
  constructor
  · rintro ⟨hc, h0⟩
    obtain ⟨a, ha⟩ := (solves_iff_general D V hu c).1 hc
    have h1 : Tendsto (fun t => ‖c t - switchedAmplitude D V u t‖) atBot (𝓝 0) := by
      simpa using (h0.sub (switchedAmplitude_tendsto D V hu)).norm
    -- the free part has constant modulus, so it must be absent
    have h2 : (fun t => ‖c t - switchedAmplitude D V u t‖) = fun _ => ‖a‖ := by
      funext t
      rw [ha t, add_sub_cancel_left, norm_mul, freePhase,
        Complex.norm_exp_ofReal_mul_I, mul_one]
    rw [h2] at h1
    have h3 : a = 0 := norm_eq_zero.mp (tendsto_nhds_unique tendsto_const_nhds h1)
    funext t
    rw [ha t, h3, zero_mul, add_zero]
  · rintro rfl
    exact ⟨switchedAmplitude_solves D V hu, switchedAmplitude_tendsto D V hu⟩
```

## From the amplitude to χ₀

Write A = α + iβ. The real and imaginary parts of A(D − iu) = −V are

αD + βu = −V,
βD − αu = 0.

D times the first minus u times the second gives α(D² + u²) = −VD, so

2 Re c(t) = −2D/(D² + u²) V exp(ut).

The proof takes the same combination of `hr` and `hi`.

```lean
/-- Twice the real part of the switched amplitude is `-2D/(D² + u²) V exp(ut)`. -/
theorem two_re_switchedAmplitude (D V : ℝ) {u : ℝ} (hu : 0 < u) (t : ℝ) :
    2 * (switchedAmplitude D V u t).re =
      -(2 * D / (D ^ 2 + u ^ 2)) * V * Real.exp (u * t) := by
  have hA : -(V : ℂ) / (D - I * u) * (D - I * u) = -V :=
    div_mul_cancel₀ _ (denominator_ne_zero D hu)
  rw [switchedAmplitude, Complex.re_mul_ofReal]
  generalize -(V : ℂ) / (D - I * u) = A at hA ⊢
  have hr := congrArg Complex.re hA
  have hi := congrArg Complex.im hA
  simp only [Complex.mul_re, Complex.mul_im, Complex.sub_re, Complex.sub_im, Complex.ofReal_re,
    Complex.ofReal_im, Complex.I_re, Complex.I_im, Complex.neg_re, Complex.neg_im] at hr hi
  have hpos : D ^ 2 + u ^ 2 ≠ 0 := by positivity
  have hre : A.re = -(V * D) / (D ^ 2 + u ^ 2) := by
    rw [eq_div_iff hpos]
    linear_combination D * hr - u * hi
  rw [hre]
  ring
```

Applying the matrix to v and exchanging the two finite sums gives

(χ₀v)(x) = −∑ₚ 2Dₚ/(Dₚ² + u²) (ρₚ·v) ρₚ(x).

```lean
lemma chi0_mulVec (D : ι → ℝ) (ρ : ι → n → ℝ) (u : ℝ) (v : n → ℝ) (x : n) :
    (chi0 D ρ u *ᵥ v) x =
      ∑ p, -(2 * D p / (D p ^ 2 + u ^ 2)) * (ρ p ⬝ᵥ v) * ρ p x := by
  simp only [Matrix.mulVec, dotProduct, chi0, Matrix.of_apply, Finset.sum_mul, Finset.mul_sum]
  exact Finset.sum_comm.trans
    (Finset.sum_congr rfl fun p _ => Finset.sum_congr rfl fun y _ => by ring)
```

Insert Vₚ = ρₚ·v into the formula for 2 Re cₚ, multiply by ρₚ(x) and sum:

∑ₚ 2 Re(cₚ(t)) ρₚ(x) = exp(ut) (χ₀v)(x).

The theorem says that exactly one family of amplitudes solves all the equations and vanishes in the remote past, and that its density change is exp(ut) χ₀v at every time. The product `ρ p ⬝ᵥ v` is a plain sum over x, so on a real-space grid the quadrature weights can be absorbed into v.

```lean
/-- For a potential `v exp(ut)` with `u > 0` there is exactly one family of amplitudes that
solves the equations of motion and vanishes in the remote past, and its density change is
`exp(ut) χ₀ v`. -/
theorem density_response_eq_chi0 (D : ι → ℝ) (ρ : ι → n → ℝ) (v : n → ℝ) {u : ℝ}
    (hu : 0 < u) :
    (∃! c : ι → ℝ → ℂ, ∀ p, SolvesAmplitudeEq (D p) (ρ p ⬝ᵥ v) u (c p) ∧
      Tendsto (c p) atBot (𝓝 0)) ∧
    ∀ c : ι → ℝ → ℂ, (∀ p, SolvesAmplitudeEq (D p) (ρ p ⬝ᵥ v) u (c p) ∧
      Tendsto (c p) atBot (𝓝 0)) →
      ∀ t, densityResponse ρ c t = Real.exp (u * t) • (chi0 D ρ u *ᵥ v) := by
  refine ⟨⟨fun p => switchedAmplitude (D p) (ρ p ⬝ᵥ v) u,
    fun p => (solves_and_vanishes_iff _ _ hu _).2 rfl,
    fun c hc => funext fun p => (solves_and_vanishes_iff _ _ hu _).1 (hc p)⟩, ?_⟩
  intro c hc t
  funext x
  rw [Pi.smul_apply, smul_eq_mul, chi0_mulVec, Finset.mul_sum, densityResponse]
  refine Finset.sum_congr rfl fun p _ => ?_
  rw [(solves_and_vanishes_iff _ _ hu _).1 (hc p), two_re_switchedAmplitude _ _ hu]
  ring
```

For a numerical instance, take one electron on two points, with the occupied orbital (1, 1)/√2 and the empty orbital (1, −1)/√2, so that ρ = (1/2, −1/2). Let D = 2, u = 1 and v = (1, 0). Then V = 1/2 and

A = −0.5/(2 − i) = −(2 + i)/10 = −0.2 − 0.1i.

The density change is 2(−0.2) exp(t) ρ = exp(t)(−0.2, 0.2). The matrix has diagonal entries −0.2 and off-diagonal entries 0.2, so χ₀v = (−0.2, 0.2), in agreement.

## Symmetry and slow switching

Exchanging x and y only exchanges the factors ρₚ(x) and ρₚ(y), so χ₀ is symmetric. Its negative semidefiniteness for positive gaps is not among the theorems here.

```lean
omit [Fintype n] in
/-- The response matrix is symmetric. -/
theorem chi0_isSymm (D : ι → ℝ) (ρ : ι → n → ℝ) (u : ℝ) : (chi0 D ρ u).IsSymm := by
  refine Matrix.IsSymm.ext fun x y => ?_
  simp only [chi0, Matrix.of_apply]
  exact Finset.sum_congr rfl fun p _ => by ring
```

As u → 0 with nonzero gaps, the weight 2Dₚ/(Dₚ² + u²) tends to 2/Dₚ. Static first-order perturbation theory has amplitudes bₚ with

Dₚbₚ + Vₚ = 0, so bₚ = −Vₚ/Dₚ,

and therefore

χ₀v → ∑ₚ 2bₚρₚ.

The hypothesis `hD` excludes degenerate transitions, for which the static equation does not determine bₚ. In the numerical instance b = −1/4, and the limiting density change is (−1/4, 1/4).

```lean
/-- For nonzero gaps, as `u → 0` the response `χ₀ v` tends to the density change built from the
static first-order amplitudes `b_p`, which satisfy `D_p b_p + V_p = 0`. -/
theorem chi0_adiabatic_limit (D : ι → ℝ) (ρ : ι → n → ℝ) (v : n → ℝ) (b : ι → ℝ)
    (hD : ∀ p, D p ≠ 0) (hb : ∀ p, D p * b p + ρ p ⬝ᵥ v = 0) :
    Tendsto (fun u => chi0 D ρ u *ᵥ v) (𝓝 0) (𝓝 (fun x => ∑ p, 2 * b p * ρ p x)) := by
  refine tendsto_pi_nhds.2 fun x => ?_
  simp only [chi0_mulVec]
  refine tendsto_finsetSum _ fun p _ => ?_
  have h0 : Tendsto (fun u : ℝ => D p ^ 2 + u ^ 2) (𝓝 0) (𝓝 (D p ^ 2)) := by
    have hc : Continuous (fun u : ℝ => D p ^ 2 + u ^ 2) := by fun_prop
    simpa using hc.tendsto 0
  -- the static equation identifies the limiting weight
  have e : 2 * b p * ρ p x = -(2 * D p / D p ^ 2) * (ρ p ⬝ᵥ v) * ρ p x := by
    have hV : ρ p ⬝ᵥ v = -(D p * b p) := by linarith [hb p]
    have hp := hD p
    rw [hV]
    field_simp
  rw [e]
  exact ((((tendsto_const_nhds (x := 2 * D p)).div h0
    (pow_ne_zero 2 (hD p))).neg).mul_const _).mul_const _

end

end SwitchedDensityResponse
```

```lean
#print axioms SwitchedDensityResponse.density_response_eq_chi0
#print axioms SwitchedDensityResponse.chi0_isSymm
#print axioms SwitchedDensityResponse.chi0_adiabatic_limit
```

```
'SwitchedDensityResponse.density_response_eq_chi0' depends on axioms: [propext, Classical.choice, Quot.sound]
'SwitchedDensityResponse.chi0_isSymm' depends on axioms: [propext, Classical.choice, Quot.sound]
'SwitchedDensityResponse.chi0_adiabatic_limit' depends on axioms: [propext, Classical.choice, Quot.sound]
```
